# The split of a second-order vibrational correction into anharmonic and curvature terms depends on the coordinates

Suppose a code takes the anharmonic term of a shielding correction from a calculation in one vibrational coordinate and the curvature term from a calculation in another. The sum is then generally wrong, even if both calculations are correct. For one mode, if the two coordinates agree to first order at the reference geometry, the error in the second-order correction is $\pm c\,v\,f'(0)$. Here $f$ is the property as a function of the first coordinate $q$, $v$ is the second moment of the displacement, and $c$ is half the second derivative of $q$ with respect to the other coordinate at the reference geometry.

## One total, two splits

Let $q=u(s)$, with $u(0)=0$, $u'(0)=1$ and $u''(0)=2c$, and let $g(s)=f(u(s))$. If $m$ is the mean of $q$, the mean of $s$ is $m-cv$ to second order, and

$$f'(0)m+\tfrac12 f''(0)v=g'(0)(m-cv)+\tfrac12 g''(0)v,$$

$$\tfrac12 g''(0)v-\tfrac12 f''(0)v=c\,v\,f'(0).$$

By the first equation, and its form for several modes below, total corrections from rectilinear and curvilinear coordinates can be compared within a second-order expansion about the reference geometry. The separate terms cannot in general be interchanged: unless $c\,v\,f'(0)=0$, the Hessian and the mean must refer to the same coordinate. The gradient at the reference geometry is the same in both.

## Chain rule and averaging

For several modes, let $D$ denote the derivative, with $u(0)=0$ and $Du(0)=1$. The chain rule gives $Dg(s)[h]=Df(u(s))[Du(s)h]$. Differentiating again along $h$,

$$D^2g(s)[h,h]=D^2f(u(s))[Du(s)h,Du(s)h]+Df(u(s))\big[D^2u(s)[h,h]\big].$$

At $s=0$ this becomes

$$Dg(0)=Df(0),\qquad D^2g(0)[h,h]=D^2f(0)[h,h]+Df(0)\big[D^2u(0)[h,h]\big].$$

Take displacements $d_k$ with weights $p_k$, and set

$$C_f=\tfrac12\sum_k p_kD^2f(0)[d_k,d_k],\qquad a=\tfrac12\sum_k p_kD^2u(0)[d_k,d_k],$$

with $C_g$ defined like $C_f$. By linearity $C_g=C_f+Df(0)a$, so

$$Df(0)(m-a)+C_g=Df(0)m+C_f.$$

For one mode $v=\sum_kp_kd_k^2$ and $a=cv$, which gives the two equations above.

For $u(s)=s+cs^2$ the shift of the mean is exact: $\sum_kp_ku(d_k)=\sum_kp_kd_k+cv$. If $v f'(0)\ne0$, the choice $c=(K-C_f)/(v f'(0))$ makes $C_g=K$ for any prescribed $K$, and the displacement term becomes the unchanged total minus $K$.

## The Lean file

```lean
import Mathlib

open Filter Topology

namespace VibrationalAveraging

noncomputable section

variable {E F κ : Type*} [NormedAddCommGroup E] [NormedSpace ℝ E]
  [NormedAddCommGroup F] [NormedSpace ℝ F] [Fintype κ]

/-- `f` is differentiable near the reference geometry `0`, and its gradient is differentiable
at `0`. -/
def TwiceDiff (f : E → F) : Prop :=
  (∀ᶠ x in 𝓝 (0 : E), DifferentiableAt ℝ f x) ∧ DifferentiableAt ℝ (fderiv ℝ f) 0

/-- The second derivative (Hessian) of `f` at the reference geometry. -/
def hessian (f : E → F) : E →L[ℝ] E →L[ℝ] F := fderiv ℝ (fderiv ℝ f) 0

/-- A twice differentiable change of vibrational coordinates that fixes the reference geometry
and agrees with the identity to first order there. -/
structure CoordinateChange (u : E → E) : Prop where
  twice : TwiceDiff u
  map_zero : u 0 = 0
  first_order : fderiv ℝ u 0 = ContinuousLinearMap.id ℝ E

/-- The displacement (anharmonic) term: the gradient of the property applied to the mean
displacement `m`. -/
def displacementTerm (f : E → ℝ) (m : E) : ℝ := fderiv ℝ f 0 m

/-- The curvature term: half the sum of the Hessian of `f` over displacements `d k` with weights
`p k`. It is half an average when the weights sum to one. -/
def curvatureTerm (p : κ → ℝ) (d : κ → E) (f : E → F) : F :=
  (1 / 2 : ℝ) • ∑ k, p k • hessian f (d k) (d k)

/-- The gradient of a twice differentiable property at the reference geometry is the same in
both coordinate systems. -/
theorem gradient_comp {f : E → ℝ} {u : E → E} (hf : TwiceDiff f) (hu : CoordinateChange u) :
    fderiv ℝ (f ∘ u) 0 = fderiv ℝ f 0 := by
  have hf0 : DifferentiableAt ℝ f (u 0) := by
    rw [hu.map_zero]
    exact hf.1.self_of_nhds
  rw [fderiv_comp 0 hf0 hu.twice.1.self_of_nhds, hu.map_zero, hu.first_order,
    ContinuousLinearMap.comp_id]

/-- A twice differentiable property stays twice differentiable in the new coordinates, and its
Hessian gains the gradient applied to the second derivative of the coordinate change. -/
theorem hessian_comp {f : E → ℝ} {u : E → E} (hf : TwiceDiff f) (hu : CoordinateChange u) :
    TwiceDiff (f ∘ u) ∧ ∀ h k, hessian (f ∘ u) h k =
      hessian f h k + fderiv ℝ f 0 (hessian u h k) := by
  have hu0 : DifferentiableAt ℝ u 0 := hu.twice.1.self_of_nhds
  have ht : Tendsto u (𝓝 0) (𝓝 0) := by
    have h := hu0.continuousAt
    rwa [ContinuousAt, hu.map_zero] at h
  -- the chain rule holds in a neighbourhood of the reference geometry
  have e : fderiv ℝ (f ∘ u) =ᶠ[𝓝 0] fun x => (fderiv ℝ f (u x)).comp (fderiv ℝ u x) := by
    filter_upwards [hu.twice.1, ht.eventually hf.1] with x hx hfx
    exact fderiv_comp x hfx hx
  have hA : HasFDerivAt (fun x => fderiv ℝ f (u x))
      ((fderiv ℝ (fderiv ℝ f) 0).comp (fderiv ℝ u 0)) 0 := by
    have h : HasFDerivAt (fderiv ℝ f) (fderiv ℝ (fderiv ℝ f) 0) (u 0) := by
      rw [hu.map_zero]
      exact hf.2.hasFDerivAt
    exact h.comp 0 hu0.hasFDerivAt
  -- differentiate the product of the two first derivatives
  have hB := (hA.clm_comp hu.twice.2.hasFDerivAt).congr_of_eventuallyEq e
  refine ⟨⟨?_, hB.differentiableAt⟩, fun h k => ?_⟩
  · filter_upwards [hu.twice.1, ht.eventually hf.1] with x hx hfx
    exact hfx.comp x hx
  · unfold hessian
    rw [hB.fderiv]
    simp [hu.map_zero, hu.first_order, add_comm]

/-- For a twice differentiable property, the curvature terms in the two coordinate systems differ by
the gradient applied to the curvature term of the coordinate change. -/
theorem curvatureTerm_comp {f : E → ℝ} {u : E → E} (hf : TwiceDiff f)
    (hu : CoordinateChange u) (p : κ → ℝ) (d : κ → E) :
    curvatureTerm p d (f ∘ u) =
      curvatureTerm p d f + displacementTerm f (curvatureTerm p d u) := by
  simp only [curvatureTerm, displacementTerm, (hessian_comp hf hu).2, smul_add,
    Finset.sum_add_distrib, map_smul, map_sum]

/-- The sum of displacement and curvature terms of a twice differentiable property is the same in
both coordinate systems, once the curvature term of the coordinate change is subtracted from the
displacement `m` in the new coordinates. -/
theorem total_correction_invariant {f : E → ℝ} {u : E → E} (hf : TwiceDiff f)
    (hu : CoordinateChange u) (p : κ → ℝ) (d : κ → E) (m : E) :
    displacementTerm f m + curvatureTerm p d f =
      displacementTerm (f ∘ u) (m - curvatureTerm p d u) + curvatureTerm p d (f ∘ u) := by
  rw [curvatureTerm_comp hf hu]
  simp only [displacementTerm, gradient_comp hf hu, map_sub]
  ring

/-- For one mode, the Hessian of a twice differentiable function is its ordinary second
derivative. -/
theorem deriv_deriv_eq {f : ℝ → ℝ} (hf : TwiceDiff f) :
    deriv (deriv f) 0 = hessian f 1 1 := by
  have h := (hf.2.hasFDerivAt.clm_apply (hasFDerivAt_const (1 : ℝ) (0 : ℝ))).hasDerivAt
  have e : deriv f = fun x => fderiv ℝ f x 1 := by
    funext x
    exact fderiv_apply_one_eq_deriv.symm
  rw [e, h.deriv]
  simp [hessian]

/-- One mode, with `f` and `u` twice differentiable, `u(0) = 0`, `u'(0) = 1` and `u''(0) = 2c`: the
total correction is unchanged when `f` is replaced by `f ∘ u` and the mean `m` by `m - c v`, while
the curvature term of `f ∘ u` exceeds that of `f` by `c v f'(0)`. -/
theorem single_mode {f u : ℝ → ℝ} {c : ℝ} (hf : TwiceDiff f) (hu : TwiceDiff u)
    (h0 : u 0 = 0) (h1 : deriv u 0 = 1) (h2 : deriv (deriv u) 0 = 2 * c) (m v : ℝ) :
    deriv f 0 * m + deriv (deriv f) 0 * v / 2 =
        deriv (f ∘ u) 0 * (m - c * v) + deriv (deriv (f ∘ u)) 0 * v / 2 ∧
      deriv (deriv (f ∘ u)) 0 * v / 2 - deriv (deriv f) 0 * v / 2 = c * v * deriv f 0 := by
  have hc : CoordinateChange u := ⟨hu, h0, by ext; simp [h1]⟩
  have g1 : deriv (f ∘ u) 0 = deriv f 0 := by
    rw [← fderiv_apply_one_eq_deriv, gradient_comp hf hc, fderiv_apply_one_eq_deriv]
  have g2 : deriv (deriv (f ∘ u)) 0 = deriv (deriv f) 0 + 2 * c * deriv f 0 := by
    rw [deriv_deriv_eq (hessian_comp hf hc).1, (hessian_comp hf hc).2,
      ← deriv_deriv_eq hf, ← deriv_deriv_eq hu, h2, fderiv_eq_smul_deriv, smul_eq_mul]
  rw [g1, g2]
  constructor <;> ring

/-- The quadratic coordinate `x + c x²`. -/
def bend (c x : ℝ) : ℝ := x + c * x ^ 2

/-- The quadratic coordinate is an admissible coordinate change, with second derivative `2c`. -/
theorem bend_coordinateChange (c : ℝ) :
    CoordinateChange (bend c) ∧ ∀ h k, hessian (bend c) h k = 2 * c * h * k := by
  have hd (x : ℝ) : HasDerivAt (bend c) (1 + 2 * c * x) x :=
    ((hasDerivAt_id' x).add ((hasDerivAt_pow 2 x).const_mul c)).congr_deriv (by
      norm_num
      ring)
  have e : fderiv ℝ (bend c) = fun x => (1 + 2 * c * x) • ContinuousLinearMap.id ℝ ℝ := by
    funext x
    ext
    simp [(hd x).deriv]
  have hs : HasDerivAt (fun x : ℝ => 1 + 2 * c * x) (2 * c) 0 :=
    (((hasDerivAt_id' (0 : ℝ)).const_mul (2 * c)).const_add 1).congr_deriv (by ring)
  have h2 : HasDerivAt (fderiv ℝ (bend c)) ((2 * c) • ContinuousLinearMap.id ℝ ℝ) 0 := by
    rw [e]
    exact hs.smul_const (ContinuousLinearMap.id ℝ ℝ)
  refine ⟨⟨⟨Eventually.of_forall fun x => (hd x).differentiableAt, h2.differentiableAt⟩,
    by simp [bend], by rw [e]; simp⟩, fun h k => ?_⟩
  unfold hessian
  rw [h2.hasFDerivAt.fderiv]
  simp
  ring

/-- The weighted sum of the quadratic coordinate is the weighted sum of `x` plus the curvature term
of the coordinate change. The two sums are means when the weights sum to one. -/
theorem mean_bend (c : ℝ) (p d : κ → ℝ) :
    ∑ k, p k * bend c (d k) = ∑ k, p k * d k + curvatureTerm p d (bend c) := by
  simp only [curvatureTerm, (bend_coordinateChange c).2, smul_eq_mul, bend]
  rw [Finset.mul_sum, ← Finset.sum_add_distrib]
  exact Finset.sum_congr rfl fun k _ => by ring

/-- If a twice differentiable property has nonzero slope and the second moment is nonzero, some
quadratic coordinate gives the curvature term any chosen value `K`. The displacement term there,
with the curvature term of the coordinate change subtracted from `m`, is the original total
correction minus `K`. -/
theorem curvature_arbitrary {f : ℝ → ℝ} (hf : TwiceDiff f) (h1 : deriv f 0 ≠ 0)
    (p d : κ → ℝ) (hv : ∑ k, p k * d k ^ 2 ≠ 0) (m K : ℝ) :
    ∃ c, curvatureTerm p d (f ∘ bend c) = K ∧
      displacementTerm (f ∘ bend c) (m - curvatureTerm p d (bend c)) =
        displacementTerm f m + curvatureTerm p d f - K := by
  have hb (c : ℝ) : curvatureTerm p d (bend c) = c * ∑ k, p k * d k ^ 2 := by
    simp only [curvatureTerm, (bend_coordinateChange c).2, smul_eq_mul]
    rw [Finset.mul_sum, Finset.mul_sum]
    exact Finset.sum_congr rfl fun k _ => by ring
  -- solve the linear equation for the bending parameter
  let c := (K - curvatureTerm p d f) / ((∑ k, p k * d k ^ 2) * deriv f 0)
  have hK : curvatureTerm p d (f ∘ bend c) = K := by
    have hc : c * ((∑ k, p k * d k ^ 2) * deriv f 0) = K - curvatureTerm p d f :=
      div_mul_cancel₀ _ (mul_ne_zero hv h1)
    rw [curvatureTerm_comp hf (bend_coordinateChange c).1, hb, displacementTerm,
      fderiv_eq_smul_deriv, smul_eq_mul]
    linarith
  refine ⟨c, hK, ?_⟩
  have ht := total_correction_invariant hf (bend_coordinateChange c).1 p d m
  linarith

end

end VibrationalAveraging
```

```lean
#print axioms VibrationalAveraging.single_mode
#print axioms VibrationalAveraging.mean_bend
#print axioms VibrationalAveraging.curvature_arbitrary
```

```
'VibrationalAveraging.single_mode' depends on axioms: [propext, Classical.choice, Quot.sound]
'VibrationalAveraging.mean_bend' depends on axioms: [propext, Classical.choice, Quot.sound]
'VibrationalAveraging.curvature_arbitrary' depends on axioms: [propext, Classical.choice, Quot.sound]
```

## From the Lean objects to the physics

The coordinates form a real normed space `E`, so the number of modes is not fixed. `TwiceDiff` requires differentiability near the reference geometry and a derivative that is itself differentiable there. `CoordinateChange` adds $u(0)=0$ and $Du(0)=1$: both coordinates share their origin and their first-order scale. `displacementTerm` is $Df(0)m$; `curvatureTerm` is $C_f$ for a property and the vector $a$ for a coordinate change.

`hessian_comp` carries the calculus, for two independent directions. Its `filter_upwards` step establishes the chain rule near the origin, `clm_comp` differentiates the product of first derivatives, and `simp` inserts the values at zero. `curvatureTerm_comp` averages the result, and `total_correction_invariant` cancels the shift using `gradient_comp`. `deriv_deriv_eq` translates to ordinary derivatives for `single_mode`. `bend_coordinateChange` differentiates the quadratic coordinate, `mean_bend` computes its mean, and `curvature_arbitrary` solves the linear equation for $c$.

## Moments, truncation and range

The moments are inputs: no vibrational wavefunction or thermal distribution is derived. The weights need be neither positive nor normalised; they must sum to one for the sums to be averages. The second moments are taken about the reference geometry, so $v$ is not the variance unless the mean displacement vanishes.

The same second moments appear on both sides of the identity. In an actual change of coordinates they differ by higher-order terms, and for a general $u$ the mean shifts by $a$ only to second order. The theorems equate the two truncated corrections and give no bound on their distance from the full average.

The property is a scalar, such as an isotropic shielding or one tensor component referred to the same molecule-fixed frame in both coordinates. `CoordinateChange` does not demand invertibility away from the reference geometry. For $c\neq0$ the quadratic coordinate is increasing only where $1+2cs>0$, so a large $|c|$ chosen to reach some $K$ may give a poor coordinate over the range of the vibration.
